# Standard Richardson extrapolation gains no order when the leading error is $Ah^p$ with $A\neq0$ and $p<2$

When an integrand is singular at the nucleus, quadrature values at steps $h$ and $h/2$ may be combined to cancel an $h^2$ error that is not the leading one; since a rule with equal panels exists only for steps that divide the interval, the limit $h\to0$ is taken here within a set $S$ of admissible steps.

For one electron in the field of a point nucleus of charge $Z$, the lowest Dirac-Coulomb states have a radial integrand for $\langle 1/r\rangle$ that behaves as $r^{2\gamma-1}$ near $r=0$, with $\gamma=\sqrt{1-(Z\alpha)^2}<1$ and $\alpha$ the fine-structure constant. On a uniform radial grid this suggests a trapezoidal error with $p=2\gamma<2$. That this integral obeys such an error law is the step left open here; the law is a hypothesis of the general theorems, and it is derived below for $1/\sqrt x$.

```lean
import Mathlib

open Filter Topology

namespace RichardsonSingularIntegrand

noncomputable section
```

The set $S$ is nonempty, contains only positive steps, and contains $h/2$ whenever it contains $h$.

```lean
/-- A nonempty set of positive step sizes that contains the half of each of its members. -/
structure IsStepSet (S : Set ℝ) : Prop where
  nonempty : S.Nonempty
  pos : ∀ h ∈ S, 0 < h
  half : ∀ h ∈ S, h / 2 ∈ S
```

## The error law and the extrapolated value

Let $T(h)$ be the computed value and $I$ the exact one. The law is

$$\frac{T(h)-I}{h^p}\to A\qquad(h\to0,\ h\in S).$$

In Lean, `T` is any real function and `I` any real number. The value $A=0$ is allowed in the definition and means that the error is smaller than order $h^p$.

```lean
/-- The error of `T(h)` as an approximation to `I`, divided by `h^p`, tends to `A` as the
step `h` tends to zero within `S`; used for sets `S` of positive steps. -/
def HasLeadingError (S : Set ℝ) (T : ℝ → ℝ) (I p A : ℝ) : Prop :=
  Tendsto (fun h => (T h - I) / h ^ p) (𝓝[S] 0) (𝓝 A)
```

Extrapolation with assumed order $q\neq0$ forms

$$R_q(h)=\frac{2^qT(h/2)-T(h)}{2^q-1}.$$

The standard case $q=2$ is $(4T(h/2)-T(h))/3$.

```lean
/-- Richardson extrapolation from the steps `h` and `h/2` with assumed order `q ≠ 0`. -/
def richardson (q : ℝ) (T : ℝ → ℝ) (h : ℝ) : ℝ :=
  ((2 : ℝ) ^ q * T (h / 2) - T h) / ((2 : ℝ) ^ q - 1)
```

The Romberg table repeats this with $q=2,4,6,\dots$. Column 0 is $T$, and column $k+1$ comes from column $k$ with $q=2(k+1)$.

```lean
/-- The columns of the Romberg table: repeated extrapolation with assumed orders 2, 4, 6, ... -/
def romberg (T : ℝ → ℝ) : ℕ → ℝ → ℝ
  | 0 => T
  | k + 1 => richardson (2 * ((k : ℝ) + 1)) (romberg T k)
```

## What extrapolation does to the coefficient

The denominators are nonzero because $2^x<1$ for $x<0$ and $2^x>1$ for $x>0$.

```lean
/-- A power of two with nonzero real exponent differs from one. -/
theorem two_rpow_sub_one_ne {x : ℝ} (hx : x ≠ 0) : (2 : ℝ) ^ x - 1 ≠ 0 := by
  rcases lt_or_gt_of_ne hx with h | h
  · have := Real.rpow_lt_one_of_one_lt_of_neg (one_lt_two : (1 : ℝ) < 2) h
    linarith
  · have := Real.one_lt_rpow (one_lt_two : (1 : ℝ) < 2) h
    linarith
```

Repeated halving of one step $h\in S$ gives $h/2^n\in S$, which tends to zero. Steps in $S$ therefore become arbitrarily small, and a limit along them is unique.

```lean
/-- A step set contains arbitrarily small steps. -/
theorem IsStepSet.neBot {S : Set ℝ} (hS : IsStepSet S) : (𝓝[S] (0 : ℝ)).NeBot := by
  obtain ⟨h, hh⟩ := hS.nonempty
  have hmem : ∀ n : ℕ, h * (1 / 2 : ℝ) ^ n ∈ S := by
    intro n
    induction n with
    | zero => simpa using hh
    | succ n ih =>
      have e : h * (1 / 2 : ℝ) ^ (n + 1) = h * (1 / 2 : ℝ) ^ n / 2 := by ring
      rw [e]
      exact hS.half _ ih
  have ht : Tendsto (fun n : ℕ => h * (1 / 2 : ℝ) ^ n) atTop (𝓝 (h * 0)) :=
    (tendsto_pow_atTop_nhds_zero_of_lt_one (by norm_num) (by norm_num)).const_mul h
  rw [mul_zero] at ht
  exact (tendsto_nhdsWithin_iff.2 ⟨ht, Eventually.of_forall hmem⟩).neBot
```

The weights in $R_q$ add to one, so the errors combine as the values do:

$$\frac{R_q(h)-I}{h^p}=\frac{1}{2^q-1}\left[2^{q-p}\,\frac{T(h/2)-I}{(h/2)^p}-\frac{T(h)-I}{h^p}\right]\to A\,\frac{2^{q-p}-1}{2^q-1}.$$

The factor $2^{-p}$ comes from $(h/2)^p=h^p/2^p$. In the proof, `h1` and `h2` are the limits of the two quotients, `h3` combines them, and `key` is the algebraic identity.

The Lean device that carries the argument is the filter `𝓝[S] 0`, which expresses "$h$ tends to zero within $S$". By `tendsto_nhdsWithin_iff`, a map tends to this filter if its values tend to zero and eventually lie in $S$. For $h\mapsto h/2$ the first part is continuity and the second is closure under halving. The result, `halve`, can be composed with the error law, which gives `h2` without any choice of $\varepsilon$ and $\delta$. The same filter supplies $h\in S$, hence $h>0$, when the power is split.

```lean
variable {S : Set ℝ} {T : ℝ → ℝ} {I p q A : ℝ}

/-- Extrapolation with assumed order `q ≠ 0` multiplies the coefficient of the `h^p` error
by `(2^(q-p) - 1)/(2^q - 1)`. -/
theorem richardson_leadingError (hS : IsStepSet S) (hq : q ≠ 0)
    (hT : HasLeadingError S T I p A) :
    HasLeadingError S (richardson q T) I p
      (A * ((2 : ℝ) ^ (q - p) - 1) / ((2 : ℝ) ^ q - 1)) := by
  -- halving the step keeps it in the step set and still tends to zero
  have c : Continuous (fun h : ℝ => h / 2) := by fun_prop
  have t : Tendsto (fun h : ℝ => h / 2) (𝓝 0) (𝓝 (0 / 2)) := c.tendsto 0
  rw [zero_div] at t
  have halve : Tendsto (fun h : ℝ => h / 2) (𝓝[S] 0) (𝓝[S] 0) := by
    refine tendsto_nhdsWithin_iff.2 ⟨t.mono_left nhdsWithin_le_nhds, ?_⟩
    filter_upwards [self_mem_nhdsWithin] with h hh using hS.half h hh
  have h1 : Tendsto (fun h => (T h - I) / h ^ p) (𝓝[S] 0) (𝓝 A) := hT
  have h2 : Tendsto (fun h => (T (h / 2) - I) / (h / 2) ^ p) (𝓝[S] 0) (𝓝 A) :=
    h1.comp halve
  have h3 := ((h2.const_mul ((2 : ℝ) ^ (q - p))).sub h1).div_const ((2 : ℝ) ^ q - 1)
  have e : A * ((2 : ℝ) ^ (q - p) - 1) / ((2 : ℝ) ^ q - 1)
      = ((2 : ℝ) ^ (q - p) * A - A) / ((2 : ℝ) ^ q - 1) := by ring
  have key : ∀ x y z a b : ℝ, x ≠ 0 → y ≠ 0 → z - 1 ≠ 0 →
      (z / y * ((a - I) / (x / y)) - (b - I) / x) / (z - 1)
        = ((z * a - b) / (z - 1) - I) / x := by
    intro x y z a b hx hy hz
    field_simp
    ring
  unfold HasLeadingError
  rw [e]
  refine h3.congr' ?_
  filter_upwards [self_mem_nhdsWithin] with h hh
  have hpos := hS.pos h hh
  rw [Real.div_rpow hpos.le zero_le_two, Real.rpow_sub two_pos]
  exact key _ _ _ _ _ (Real.rpow_pos_of_pos hpos p).ne'
    (Real.rpow_pos_of_pos two_pos p).ne' (two_rpow_sub_one_ne hq)
```

## The standard formula and the Romberg table

For $q=2$ the new coefficient is $A(2^{2-p}-1)/3$. It is nonzero because $A\neq0$ and $2-p>0$, so the error remains of order $h^p$.

```lean
/-- If the error of `T(h)` is `A h^p` to leading order with `A ≠ 0` and `p < 2`, the standard
extrapolation `(4T(h/2) - T(h))/3` has an error of the same order `h^p`, with the nonzero
coefficient `A(2^(2-p) - 1)/3`. -/
theorem standard_richardson_gains_no_order (hS : IsStepSet S) (hp : p < 2) (hA : A ≠ 0)
    (hT : HasLeadingError S T I p A) :
    Tendsto (fun h => ((4 * T (h / 2) - T h) / 3 - I) / h ^ p) (𝓝[S] 0)
      (𝓝 (A * ((2 : ℝ) ^ (2 - p) - 1) / 3)) ∧ A * ((2 : ℝ) ^ (2 - p) - 1) / 3 ≠ 0 := by
  have e : (2 : ℝ) ^ (2 : ℝ) = 4 := by rw [Real.rpow_two]; norm_num
  have e3 : (4 : ℝ) - 1 = 3 := by norm_num
  have r := richardson_leadingError (q := 2) hS two_ne_zero hT
  simp only [HasLeadingError, richardson, e, e3] at r
  exact ⟨r, div_ne_zero (mul_ne_zero hA (two_rpow_sub_one_ne (sub_pos.2 hp).ne')) three_ne_zero⟩
```

Dividing this limit by the original one cancels $h^p$ and $A$:

$$\frac{R_2(h)-I}{T(h)-I}\to\frac{2^{2-p}-1}{3}.$$

For $0<p<2$ we have $1<2^{2-p}<4$, so the limit lies strictly between 0 and 1. The error shrinks by a constant factor, which is $1/3$ for $p=1$.

```lean
/-- If the error of `T(h)` is `A h^p` to leading order with `A ≠ 0` and `0 < p < 2`, the error after
standard extrapolation divided by the error before it tends to `(2^(2-p) - 1)/3`, a number strictly
between 0 and 1. -/
theorem standard_richardson_error_ratio (hS : IsStepSet S) (hp0 : 0 < p) (hp : p < 2)
    (hA : A ≠ 0) (hT : HasLeadingError S T I p A) :
    Tendsto (fun h => ((4 * T (h / 2) - T h) / 3 - I) / (T h - I)) (𝓝[S] 0)
      (𝓝 (((2 : ℝ) ^ (2 - p) - 1) / 3)) ∧
    0 < ((2 : ℝ) ^ (2 - p) - 1) / 3 ∧ ((2 : ℝ) ^ (2 - p) - 1) / 3 < 1 := by
  have h1 : Tendsto (fun h => (T h - I) / h ^ p) (𝓝[S] 0) (𝓝 A) := hT
  have r := (standard_richardson_gains_no_order hS hp hA hT).1.div h1 hA
  have e : A * ((2 : ℝ) ^ (2 - p) - 1) / 3 / A = ((2 : ℝ) ^ (2 - p) - 1) / 3 := by
    field_simp
  rw [e] at r
  have lo := Real.one_lt_rpow (one_lt_two : (1 : ℝ) < 2) (sub_pos.2 hp)
  have up : (2 : ℝ) ^ (2 - p) < (2 : ℝ) ^ (2 : ℝ) :=
    Real.rpow_lt_rpow_of_exponent_lt one_lt_two (by linarith)
  rw [Real.rpow_two] at up
  refine ⟨r.congr' ?_, by linarith, by linarith⟩
  filter_upwards [self_mem_nhdsWithin] with h hh
  have hx : h ^ p ≠ 0 := (Real.rpow_pos_of_pos (hS.pos h hh) p).ne'
  simp only [Pi.div_apply]
  rw [div_div_div_eq, mul_comm (h ^ p) (T h - I), mul_div_mul_right _ _ hx]
```

With $A\neq0$, the general coefficient vanishes exactly when $2^{q-p}=1$, that is, when $q=p$. In the forward direction, Lean compares the assumed limit 0 with the computed one and uses uniqueness of limits.

```lean
/-- For an `h^p` error with nonzero coefficient, extrapolation with assumed order `q ≠ 0`
removes the `h^p` term exactly when `q = p`. -/
theorem richardson_removes_error_iff (hS : IsStepSet S) (hq : q ≠ 0) (hA : A ≠ 0)
    (hT : HasLeadingError S T I p A) :
    HasLeadingError S (richardson q T) I p 0 ↔ q = p := by
  have r := richardson_leadingError hS hq hT
  constructor
  · intro h0
    have := hS.neBot
    have u := tendsto_nhds_unique h0 r
    by_contra hne
    exact div_ne_zero (mul_ne_zero hA (two_rpow_sub_one_ne (sub_ne_zero.2 hne)))
      (two_rpow_sub_one_ne hq) u.symm
  · intro e
    subst e
    simp only [sub_self, Real.rpow_zero, mul_zero, zero_div] at r
    exact r
```

Applying the coefficient rule $m$ times gives, for column $m$,

$$A\prod_{k=0}^{m-1}\frac{2^{2(k+1)-p}-1}{2^{2(k+1)}-1}.$$

Every exponent $2(k+1)-p$ is positive, so no factor vanishes. Lean proves the limit by induction on `m`. The column is fixed while $h\to0$; a diagonal of the table, where $m$ grows as $h$ falls, is a different limit.

```lean
/-- If the error of `T(h)` is `A h^p` to leading order with `A ≠ 0` and `p < 2`, every column of the
Romberg table still has an error of order `h^p`, with the nonzero coefficient given by the product.
-/
theorem romberg_gains_no_order (hS : IsStepSet S) (hp : p < 2) (hA : A ≠ 0)
    (hT : HasLeadingError S T I p A) (m : ℕ) :
    HasLeadingError S (romberg T m) I p (A * ∏ k ∈ Finset.range m,
      ((2 : ℝ) ^ (2 * ((k : ℝ) + 1) - p) - 1) / ((2 : ℝ) ^ (2 * ((k : ℝ) + 1)) - 1)) ∧
    A * ∏ k ∈ Finset.range m,
      ((2 : ℝ) ^ (2 * ((k : ℝ) + 1) - p) - 1) / ((2 : ℝ) ^ (2 * ((k : ℝ) + 1)) - 1) ≠ 0 := by
  constructor
  · induction m with
    | zero => simpa [romberg] using hT
    | succ m ih =>
      rw [Finset.prod_range_succ, ← mul_assoc, ← mul_div_assoc]
      exact richardson_leadingError hS (by positivity) ih
  · refine mul_ne_zero hA (Finset.prod_ne_zero_iff.2 fun k _ => ?_)
    have hk : (0 : ℝ) ≤ k := k.cast_nonneg
    have h1 : 0 < 2 * ((k : ℝ) + 1) - p := by linarith
    exact div_ne_zero (two_rpow_sub_one_ne h1.ne') (two_rpow_sub_one_ne (by positivity))
```

## The trapezoidal rule for $1/\sqrt x$

On $[0,1]$ the steps are $h=1/N$ with $N\geq1$, and half of $1/N$ is $1/(2N)$.

```lean
/-- The steps `1/N` that divide the unit interval into `N ≥ 1` equal panels. -/
def unitSteps : Set ℝ := {h | ∃ N : ℕ, 0 < N ∧ h = 1 / (N : ℝ)}
```

With the infinite value at $x=0$ omitted, the rule is

$$T(h)=h\left[\sum_{k=0}^{N-1}\frac1{\sqrt{(k+1)h}}-\frac12\right].$$

The term $-1/2$ gives the endpoint $x=1$ its half weight. Lean recovers $N$ from the step as `⌊h⁻¹⌋₊`.

```lean
/-- The trapezoidal rule for `1/√x` on the unit interval with step `h = 1/N`, `N ≥ 1`,
the infinite value at `x = 0` being omitted. -/
def trapezoidInvSqrt (h : ℝ) : ℝ :=
  h * (∑ k ∈ Finset.range ⌊h⁻¹⌋₊, 1 / √(((k : ℝ) + 1) * h) - 1 / 2)
```

Define

$$D_N=\sum_{k=0}^{N-1}\frac1{\sqrt{k+1}}-2\sqrt N.$$

```lean
/-- The sum of `1/√k` for `k` from 1 to `N`, minus `2√N`. -/
def sumDefect (N : ℕ) : ℝ := ∑ k ∈ Finset.range N, 1 / √((k : ℝ) + 1) - 2 * √(N : ℝ)
```

Since $\sqrt{n+1}-\sqrt n=1/(\sqrt{n+1}+\sqrt n)$,

$$2(\sqrt{n+2}-\sqrt{n+1})\leq\frac1{\sqrt{n+1}}\leq2(\sqrt{n+1}-\sqrt n).$$

The upper bound shows that $D_N$ does not increase. Summing the lower bound gives $D_N\geq2\sqrt{N+1}-2-2\sqrt N\geq-2$. Hence $D_N$ converges to its infimum $A$, and $A\leq D_1=-1$. These steps are `anti`, `lower` and `bdd`.

```lean
/-- The sum of `1/√k` up to `N`, minus `2√N`, converges to a limit that is at most `-1`. -/
theorem sumDefect_tendsto : ∃ A ≤ (-1 : ℝ), Tendsto sumDefect atTop (𝓝 A) := by
  have anti : Antitone sumDefect := by
    refine antitone_nat_of_succ_le fun n => ?_
    have hn : (0 : ℝ) ≤ n := n.cast_nonneg
    have hb : 0 < √((n : ℝ) + 1) := Real.sqrt_pos.2 (by linarith)
    have up : 1 / √((n : ℝ) + 1) ≤ 2 * (√((n : ℝ) + 1) - √(n : ℝ)) := by
      rw [div_le_iff₀ hb]
      nlinarith [sq_nonneg (√((n : ℝ) + 1) - √(n : ℝ)), Real.sq_sqrt hn,
        Real.sq_sqrt (by linarith : (0 : ℝ) ≤ (n : ℝ) + 1)]
    unfold sumDefect
    rw [Finset.sum_range_succ]
    push_cast
    linarith
  have lower : ∀ n : ℕ, 2 * √((n : ℝ) + 1) - 2 ≤ ∑ k ∈ Finset.range n, 1 / √((k : ℝ) + 1) := by
    intro n
    induction n with
    | zero => simp
    | succ n ih =>
      have hn : (0 : ℝ) ≤ n := n.cast_nonneg
      have hb : 0 < √((n : ℝ) + 1) := Real.sqrt_pos.2 (by linarith)
      have lo : 2 * (√((n : ℝ) + 1 + 1) - √((n : ℝ) + 1)) ≤ 1 / √((n : ℝ) + 1) := by
        rw [le_div_iff₀ hb]
        nlinarith [sq_nonneg (√((n : ℝ) + 1 + 1) - √((n : ℝ) + 1)),
          Real.sq_sqrt (by linarith : (0 : ℝ) ≤ (n : ℝ) + 1),
          Real.sq_sqrt (by linarith : (0 : ℝ) ≤ (n : ℝ) + 1 + 1)]
      rw [Finset.sum_range_succ]
      push_cast
      linarith
  have bdd : BddBelow (Set.range sumDefect) := by
    refine ⟨-2, ?_⟩
    rintro _ ⟨n, rfl⟩
    have h1 := lower n
    have h2 : √(n : ℝ) ≤ √((n : ℝ) + 1) := Real.sqrt_le_sqrt (by linarith)
    unfold sumDefect
    linarith
  exact ⟨_, (ciInf_le bdd 1).trans (by norm_num [sumDefect]), tendsto_atTop_ciInf anti bdd⟩
```

The exact integral is 2. With $\sqrt N=1/\sqrt h$,

$$T(h)=\sqrt h\,D_N+2-\frac h2,\qquad \frac{T(h)-2}{\sqrt h}=D_N-\frac{\sqrt h}{2}\to A.$$

The error law thus holds with $p=1/2$ and $A\leq-1$, and standard extrapolation changes the coefficient to $A(2^{3/2}-1)/3$, about $0.61A$. In Lean, `hfloor` states that $N\to\infty$ as $h\to0$, and `law` is the error law.

```lean
/-- For the integral of `1/√x` over the unit interval, the trapezoidal rule without the
infinite endpoint value has an error of order `h^(1/2)` with a coefficient `A ≤ -1`, and
standard extrapolation only changes the coefficient to `A(2^(3/2) - 1)/3`. -/
theorem invSqrt_witness : IsStepSet unitSteps ∧ ∃ A ≤ (-1 : ℝ),
    HasLeadingError unitSteps trapezoidInvSqrt (∫ x in (0 : ℝ)..1, 1 / √x) (1 / 2) A ∧
    HasLeadingError unitSteps
      (fun h => (4 * trapezoidInvSqrt (h / 2) - trapezoidInvSqrt h) / 3)
      (∫ x in (0 : ℝ)..1, 1 / √x) (1 / 2) (A * ((2 : ℝ) ^ (2 - 1 / 2 : ℝ) - 1) / 3) := by
  have hS : IsStepSet unitSteps := by
    refine ⟨⟨1, 1, one_pos, by norm_num⟩, ?_, ?_⟩
    · rintro h ⟨N, hN, rfl⟩
      have : (0 : ℝ) < N := Nat.cast_pos.2 hN
      positivity
    · rintro h ⟨N, hN, rfl⟩
      exact ⟨2 * N, by omega, by push_cast; ring⟩
  -- the exact integral is 2
  have hI : ∫ x in (0 : ℝ)..1, 1 / √x = 2 := by
    have e : ∫ x in (0 : ℝ)..1, 1 / √x = ∫ x in (0 : ℝ)..1, x ^ (-(1 / 2) : ℝ) := by
      refine intervalIntegral.integral_congr fun x hx => ?_
      rw [Set.uIcc_of_le zero_le_one] at hx
      show 1 / √x = x ^ (-(1 / 2) : ℝ)
      rw [Real.rpow_neg hx.1, Real.sqrt_eq_rpow, one_div]
    rw [e, integral_rpow (Or.inl (by norm_num)), Real.one_rpow, Real.zero_rpow (by norm_num)]
    norm_num
  obtain ⟨A, hA, hlim⟩ := sumDefect_tendsto
  have hfloor : Tendsto (fun h : ℝ => ⌊h⁻¹⌋₊) (𝓝[unitSteps] 0) atTop :=
    tendsto_nat_floor_atTop.comp
      (tendsto_inv_nhdsGT_zero.mono_left (nhdsWithin_mono 0 fun h hh => hS.pos h hh))
  have c : Continuous (fun h : ℝ => √h / 2) := by fun_prop
  have hsqrt : Tendsto (fun h : ℝ => √h / 2) (𝓝 0) (𝓝 (√0 / 2)) := c.tendsto 0
  rw [Real.sqrt_zero, zero_div] at hsqrt
  have hF := (hlim.comp hfloor).sub (hsqrt.mono_left nhdsWithin_le_nhds)
  rw [sub_zero] at hF
  have key : ∀ s σ : ℝ, s ≠ 0 →
      σ - 2 * (1 / s) - s / 2 = (s * s * (σ / s - 1 / 2) - 2) / s := by
    intro s σ hs
    field_simp
    ring
  -- scaling the sum by the step gives the error law with exponent 1/2
  have law : HasLeadingError unitSteps trapezoidInvSqrt
      (∫ x in (0 : ℝ)..1, 1 / √x) (1 / 2) A := by
    rw [hI]
    refine hF.congr' ?_
    filter_upwards [self_mem_nhdsWithin] with h hh
    have hpos := hS.pos h hh
    obtain ⟨N, hN, hhN⟩ := hh
    have hinv : h⁻¹ = (N : ℝ) := by rw [hhN, one_div, inv_inv]
    have hfl : ⌊h⁻¹⌋₊ = N := by rw [hinv, Nat.floor_natCast]
    have hNs : √(N : ℝ) = 1 / √h := by rw [← hinv, Real.sqrt_inv, one_div]
    have hsum : ∑ k ∈ Finset.range N, 1 / √(((k : ℝ) + 1) * h)
        = (∑ k ∈ Finset.range N, 1 / √((k : ℝ) + 1)) / √h := by
      rw [Finset.sum_div]
      refine Finset.sum_congr rfl fun k _ => ?_
      rw [Real.sqrt_mul (by positivity), div_div]
    have hk := key (√h) (∑ k ∈ Finset.range N, 1 / √((k : ℝ) + 1)) (Real.sqrt_pos.2 hpos).ne'
    rw [Real.mul_self_sqrt hpos.le] at hk
    simp only [Function.comp_apply, trapezoidInvSqrt, sumDefect]
    rw [hfl, hsum, hNs, ← Real.sqrt_eq_rpow]
    exact hk
  exact ⟨hS, A, hA, law,
    (standard_richardson_gains_no_order hS (by norm_num) (by linarith : A < 0).ne law).1⟩

end

end RichardsonSingularIntegrand
```

```lean
#print axioms RichardsonSingularIntegrand.standard_richardson_gains_no_order
#print axioms RichardsonSingularIntegrand.standard_richardson_error_ratio
#print axioms RichardsonSingularIntegrand.richardson_removes_error_iff
#print axioms RichardsonSingularIntegrand.romberg_gains_no_order
```

```
'RichardsonSingularIntegrand.standard_richardson_gains_no_order' depends on axioms: [propext, Classical.choice, Quot.sound]
'RichardsonSingularIntegrand.standard_richardson_error_ratio' depends on axioms: [propext, Classical.choice, Quot.sound]
'RichardsonSingularIntegrand.richardson_removes_error_iff' depends on axioms: [propext, Classical.choice, Quot.sound]
'RichardsonSingularIntegrand.romberg_gains_no_order' depends on axioms: [propext, Classical.choice, Quot.sound]
```

## Reading the order from three steps

The same halving argument gives a way to estimate $p$. If $A\neq0$ and $p\neq0$, then $(T(h)-T(h/2))/h^p\to A(1-2^{-p})$. Replacing $h$ by $h/2$ multiplies this limit by $2^{-p}$ when the divisor is still $h^p$, so

$$\frac{T(h)-T(h/2)}{T(h/2)-T(h/4)}\to2^p.$$

This ratio is derived here in prose alone. For $p>0$, a value that settles clearly below 4 as $h$ falls points to an order below 2.
